# Three singlets shared between atoms A and B leave the spins of A with quartet weight 1/2

In a normalized product of three two-spin singlets, each shared between atoms A and B, every operator \(X\) on the three spins of A has expectation value \(\operatorname{tr}X/8\). So the local \(S=3/2\) weight should be \(1/2\), and each \(\mathbf s_i\cdot\mathbf s_j\) with \(i\neq j\) within A should average zero, where a quartet atom has \(1/4\). I can make this plausible from the reduced density matrix, but I would like a rigorous derivation and a machine-checked proof. Can both be done?

## The spins of A are maximally mixed

Yes, and the trace formula holds for any number \(n\) of shared singlets, with \(2^n\) in place of 8. For a breaking triple bond, in a spin-only model with one electron in each of three orbitals per atom, it shows that a product of singlet pairs misses the parallel coupling of the spins within an atom.

Let \(a\) and \(b\) be the spin configurations of A and B. The state has amplitudes

\[
\Psi_{ab}=\prod_l \sigma_{a_l b_l},\qquad
\sigma=\frac1{\sqrt2}\begin{pmatrix}0&1\\-1&0\end{pmatrix},\qquad
\sigma\sigma^\dagger=\tfrac12\,1 .
\]

Products over sites multiply site by site, so \(\Psi\Psi^\dagger=2^{-n}\,1\), and

\[
\langle X\otimes 1\rangle=\sum_{a,a',b}\Psi_{ab}^*X_{aa'}\Psi_{a'b}
=\operatorname{tr}(X\Psi\Psi^\dagger)=\frac{\operatorname{tr}X}{2^n}.
\]

Taking \(X=1\) gives the norm, \(2^n/2^n=1\). For \(i\neq j\) and each Cartesian spin component, labelled by the superscript \(k\), the trace of \(s_i^k s_j^k\) contains the factor \(\operatorname{tr}s^k=0\), so \(\langle\mathbf s_i\cdot\mathbf s_j\rangle=0\).

## Why the quartet weight is one half

Let \(E_{ij}\) exchange spins \(i\) and \(j\). Dirac's identity is \(\mathbf s_i\cdot\mathbf s_j=\tfrac12E_{ij}-\tfrac14\) for \(i\ne j\), and \(\mathbf s_i\cdot\mathbf s_i=\tfrac34\). For three spins,

\[
S^2=\tfrac94+2\sum_{i<j}\mathbf s_i\cdot\mathbf s_j=\tfrac34+\sum_{i<j}E_{ij},
\qquad
P:=\tfrac13\left(S^2-\tfrac34\right)=\tfrac13\sum_{i<j}E_{ij}.
\]

Multiplying the three exchanges by one of them gives the three even permutations. Three spins with two levels admit no totally antisymmetric state, so the sum of the even permutations equals the sum of the odd ones. Hence \(E_{ij}P=P\), and averaging over the three exchanges gives \(P^2=P\). Each \(E_{ij}\) is Hermitian, so \(P\) is too. By its definition, \(Pv=v\) exactly when \(S^2v=\tfrac{15}4v\), so \(P\) projects onto \(S=3/2\).

Since \(\operatorname{tr}(\mathbf s_i\cdot\mathbf s_j)=0\), Dirac's identity gives \(\tfrac12\operatorname{tr}E_{ij}=\tfrac84\), so \(\operatorname{tr}E_{ij}=4\). Then \(\operatorname{tr}P=4\) and \(\langle P\rangle=4/8=1/2\). In a quartet state, \(E_{ij}v=E_{ij}Pv=Pv=v\), so \(\mathbf s_i\cdot\mathbf s_j\,v=\tfrac14v\).

## Unshared singlets, and triplet pairs

The singlets must be shared. If two spins of A form a singlet with each other, their \(\mathbf s_i\cdot\mathbf s_j\) is \(-3/4\), and the quartet weight of A is zero.

The argument uses only \(\sigma\sigma^\dagger=\tfrac12\,1\). It therefore also applies when each singlet is replaced by the triplet \((|{\uparrow\downarrow}\rangle+|{\downarrow\uparrow}\rangle)/\sqrt2\), with the same averages on A. The Lean file treats shared singlets alone.

## What the Lean statements say

The finite type `ι` labels the spins of A and, with the same labels, their partners on B. A configuration is a function `ι → Fin 2`, with 0 for spin up, and spins are in units of \(\hbar\). `pairState` is \(\Psi_{ab}\), and `expectA X` is \(\langle X\otimes1\rangle\) for an arbitrary complex matrix `X`.

`expectA_eq_trace` states normalization and the trace formula; `expectA_spinDot` gives the zero correlations for `i ≠ j`. With `Fin 3` as the label type, `quartetProj_spec` identifies the projector, `quartet_weight` gives \(1/2\), and `quartet_spinDot` gives the quartet value \(1/4\). Orbitals, ionic configurations and a Hamiltonian are absent: the singlet product is assumed, not derived as a ground state.

## How the proof follows the derivation

- `prodOp_mul` is site-by-site multiplication. Inside `expectA_eq_trace`, `hs` computes \(\sigma\sigma^\dagger\), `gram` computes \(\Psi\Psi^\dagger\), and `key 1` supplies the norm.
- `expectA_spinDot` factorizes the trace over sites and finds the zero factor at site `i`.
- `spinDot_eq_exchange` checks the two-spin identity entry by entry (`pauli`). `split` collects all other sites into a common factor `R`, which multiplies that identity.
- `quartetProj_eq` inserts the identity into \(S^2\).
- `exchange_mul_quartetProj` replaces the antisymmetry argument by a finite check over all configurations, `decide +kernel`. `quartetProj_spec` then derives idempotence from it.
- `quartet_weight` recovers \(\operatorname{tr}E_{ij}=4\) from the vanishing correlations, and `quartet_spinDot` applies \(E_{ij}P=P\) to a quartet vector.

```lean
import Mathlib

open Matrix
open scoped Kronecker

namespace SingletPairedAtoms

noncomputable section

variable {ι : Type*} [Fintype ι] [DecidableEq ι]

/-- The three spin-1/2 matrices, in units of ħ. -/
def spinHalf : Fin 3 → Matrix (Fin 2) (Fin 2) ℂ :=
  ![!![0, 1/2; 1/2, 0], !![0, -Complex.I/2; Complex.I/2, 0], !![1/2, 0; 0, -1/2]]

/-- The tensor product of one single-spin operator per site. -/
def prodOp (M : ι → Matrix (Fin 2) (Fin 2) ℂ) : Matrix (ι → Fin 2) (ι → Fin 2) ℂ :=
  Matrix.of fun a b => ∏ l, M l (a l) (b l)

/-- Component `k` of the spin at site `i`. -/
def spinOp (i : ι) (k : Fin 3) : Matrix (ι → Fin 2) (ι → Fin 2) ℂ :=
  prodOp fun l => if l = i then spinHalf k else 1

/-- The scalar product `s_i · s_j` of two spins of the same atom. -/
def spinDot (i j : ι) : Matrix (ι → Fin 2) (ι → Fin 2) ℂ :=
  ∑ k, spinOp i k * spinOp j k

/-- The operator that exchanges the spins at sites `i` and `j`. -/
def exchange (i j : ι) : Matrix (ι → Fin 2) (ι → Fin 2) ℂ :=
  Matrix.of fun a b => if a ∘ Equiv.swap i j = b then 1 else 0

/-- The amplitudes of the normalized two-spin singlet. -/
def singlet : Matrix (Fin 2) (Fin 2) ℂ :=
  !![0, ((√2 : ℝ) : ℂ)⁻¹; -((√2 : ℝ) : ℂ)⁻¹, 0]

/-- The product of singlets, each shared between a spin of A and a spin of B. -/
def pairState (p : (ι → Fin 2) × (ι → Fin 2)) : ℂ :=
  prodOp (fun _ => singlet) p.1 p.2

/-- The expectation value in the singlet product of an operator acting on atom A only. -/
def expectA (X : Matrix (ι → Fin 2) (ι → Fin 2) ℂ) : ℂ :=
  star pairState ⬝ᵥ ((X ⊗ₖ (1 : Matrix (ι → Fin 2) (ι → Fin 2) ℂ)) *ᵥ pairState)

/-- The squared total spin of three spins on one atom. -/
def totalSpinSq : Matrix (Fin 3 → Fin 2) (Fin 3 → Fin 2) ℂ :=
  ∑ i, ∑ j, spinDot i j

/-- The operator `(S² - 3/4) / 3` on three spins. -/
def quartetProj : Matrix (Fin 3 → Fin 2) (Fin 3 → Fin 2) ℂ :=
  (1/3 : ℂ) • (totalSpinSq - (3/4 : ℂ) • 1)

/-- Product operators multiply site by site. -/
theorem prodOp_mul (M N : ι → Matrix (Fin 2) (Fin 2) ℂ) :
    prodOp M * prodOp N = prodOp fun l => M l * N l := by
  ext a b
  simp only [prodOp, Matrix.mul_apply, Matrix.of_apply, ← Finset.prod_mul_distrib]
  rw [Finset.prod_univ_sum, Fintype.piFinset_univ]

omit [DecidableEq ι] in
/-- The product of identities on all sites is the identity. -/
theorem prodOp_one : prodOp (fun _ : ι => 1) = 1 := by
  ext a b
  simp only [prodOp, Matrix.of_apply, Matrix.one_apply]
  by_cases h : a = b
  · subst h; simp
  · obtain ⟨l, hl⟩ := Function.ne_iff.mp h
    rw [if_neg h]
    exact Finset.prod_eq_zero (Finset.mem_univ l) (if_neg hl)

/-- The product of `n` shared singlets is normalized, and every operator `X` on the spins
of A has expectation value `tr X / 2 ^ n`. -/
theorem expectA_eq_trace :
    star (pairState (ι := ι)) ⬝ᵥ pairState = 1 ∧
    ∀ X : Matrix (ι → Fin 2) (ι → Fin 2) ℂ,
      expectA X = X.trace / 2 ^ Fintype.card ι := by
  have hc : ((√2 : ℝ) : ℂ)⁻¹ * ((√2 : ℝ) : ℂ)⁻¹ = 2⁻¹ := by
    rw [← mul_inv, ← Complex.ofReal_mul, Real.mul_self_sqrt (by norm_num)]
    norm_num
  have hs : singlet * singletᴴ = (1/2 : ℂ) • 1 := by
    ext x y
    fin_cases x <;> fin_cases y <;>
      simp [singlet, Matrix.mul_apply, Fin.sum_univ_two, hc]
  have hstar : (prodOp fun _ : ι => singlet)ᴴ = prodOp fun _ => singletᴴ := by
    ext a b
    simp [prodOp, Matrix.conjTranspose_apply]
  -- the reduced density matrix of A is maximally mixed
  have gram : (prodOp fun _ : ι => singlet) * (prodOp fun _ : ι => singlet)ᴴ
      = ((1/2 : ℂ) ^ Fintype.card ι) • 1 := by
    rw [hstar, prodOp_mul, hs, ← prodOp_one]
    ext a b
    simp only [prodOp, Matrix.of_apply, Matrix.smul_apply, smul_eq_mul,
      Finset.prod_mul_distrib, Finset.prod_const, Finset.card_univ]
  have key : ∀ X : Matrix (ι → Fin 2) (ι → Fin 2) ℂ,
      expectA X = X.trace / 2 ^ Fintype.card ι := by
    intro X
    have h : expectA X =
        (X * ((prodOp fun _ : ι => singlet) * (prodOp fun _ : ι => singlet)ᴴ)).trace := by
      simp only [expectA, dotProduct, Matrix.mulVec, Fintype.sum_prod_type,
        Matrix.kroneckerMap_apply, Matrix.one_apply, mul_ite, ite_mul, mul_one, mul_zero,
        zero_mul, Finset.sum_ite_eq, Finset.mem_univ, if_true, Pi.star_apply,
        Matrix.trace, Matrix.diag_apply, Matrix.mul_apply, Matrix.conjTranspose_apply,
        Finset.mul_sum, pairState]
      refine Finset.sum_congr rfl fun a _ => ?_
      rw [Finset.sum_comm]
      refine Finset.sum_congr rfl fun a' _ => Finset.sum_congr rfl fun b _ => ?_
      ring
    rw [h, gram, Matrix.mul_smul, mul_one, Matrix.trace_smul, smul_eq_mul, one_div, inv_pow]
    ring
  refine ⟨?_, key⟩
  have h := key 1
  simpa [expectA, Matrix.trace_one] using h

/-- In the singlet product, `s_i · s_j` averages to zero for any two distinct spins of A. -/
theorem expectA_spinDot {i j : ι} (hij : i ≠ j) : expectA (spinDot i j) = 0 := by
  have ht : ∀ k, (spinHalf k).trace = 0 := by
    intro k
    fin_cases k <;> norm_num [spinHalf, Matrix.trace_fin_two]
  have hp : ∀ M : ι → Matrix (Fin 2) (Fin 2) ℂ, (prodOp M).trace = ∏ l, (M l).trace := by
    intro M
    simp only [Matrix.trace, Matrix.diag_apply, prodOp, Matrix.of_apply]
    rw [Finset.prod_univ_sum, Fintype.piFinset_univ]
  rw [expectA_eq_trace.2, spinDot, Matrix.trace_sum, Finset.sum_eq_zero, zero_div]
  intro k _
  rw [spinOp, spinOp, prodOp_mul, hp]
  exact Finset.prod_eq_zero (Finset.mem_univ i) (by simp [hij, ht])

/-- Dirac's exchange identity: for two distinct sites `i` and `j`, `s_i · s_j` is half the spin
exchange minus one quarter. -/
theorem spinDot_eq_exchange {i j : ι} (hij : i ≠ j) :
    spinDot i j = (1/2 : ℂ) • exchange i j - (1/4 : ℂ) • 1 := by
  have pauli : ∀ x x' y y' : Fin 2, ∑ k, spinHalf k x x' * spinHalf k y y' =
      1/2 * ((1 : Matrix (Fin 2) (Fin 2) ℂ) x y' * (1 : Matrix (Fin 2) (Fin 2) ℂ) y x')
      - 1/4 * ((1 : Matrix (Fin 2) (Fin 2) ℂ) x x' *
        (1 : Matrix (Fin 2) (Fin 2) ℂ) y y') := by
    have s0 : spinHalf 0 = !![0, 1/2; 1/2, 0] := rfl
    have s1 : spinHalf 1 = !![0, -Complex.I/2; Complex.I/2, 0] := rfl
    have s2 : spinHalf 2 = !![1/2, 0; 0, -1/2] := rfl
    intro x x' y y'
    fin_cases x <;> fin_cases x' <;> fin_cases y <;> fin_cases y' <;>
      norm_num [s0, s1, s2, Fin.sum_univ_three, Matrix.one_apply, Complex.ext_iff]
  ext a b
  -- all sites other than i and j contribute one common factor R
  obtain ⟨R, split⟩ : ∃ R : ℂ, ∀ f : ι → ℂ,
      (∀ l, l ≠ i → l ≠ j → f l = (1 : Matrix (Fin 2) (Fin 2) ℂ) (a l) (b l)) →
      ∏ l, f l = f i * (f j * R) := by
    refine ⟨∏ l ∈ (Finset.univ.erase i).erase j,
      (1 : Matrix (Fin 2) (Fin 2) ℂ) (a l) (b l), fun f hf => ?_⟩
    rw [← Finset.mul_prod_erase Finset.univ f (Finset.mem_univ i),
      ← Finset.mul_prod_erase (Finset.univ.erase i) f
        (show j ∈ Finset.univ.erase i by simp [hij.symm])]
    congr 2
    refine Finset.prod_congr rfl fun l hl => ?_
    simp only [Finset.mem_erase, Finset.mem_univ, and_true] at hl
    exact hf l hl.2 hl.1
  have h1 := split (fun l => (1 : Matrix (Fin 2) (Fin 2) ℂ) (a l) (b l))
    (fun _ _ _ => rfl)
  change prodOp (fun _ => 1) a b = _ at h1
  rw [prodOp_one] at h1
  have hE : exchange i j a b = (1 : Matrix (Fin 2) (Fin 2) ℂ) (a j) (b i) *
      ((1 : Matrix (Fin 2) (Fin 2) ℂ) (a i) (b j) * R) := by
    have h := split
      (fun l => (1 : Matrix (Fin 2) (Fin 2) ℂ) (a (Equiv.swap i j l)) (b l))
      (fun l hi hj => congrArg (fun x => (1 : Matrix (Fin 2) (Fin 2) ℂ) (a x) (b l))
        (Equiv.swap_apply_of_ne_of_ne hi hj))
    change prodOp (fun _ => 1) (a ∘ Equiv.swap i j) b = _ at h
    rw [prodOp_one, Matrix.one_apply] at h
    change exchange i j a b = _ at h
    exact h.trans (congrArg₂ (fun x y : ℂ => x * y)
      (congrArg (fun x => (1 : Matrix (Fin 2) (Fin 2) ℂ) (a x) (b i))
        (Equiv.swap_apply_left i j))
      (congrArg (fun x => (1 : Matrix (Fin 2) (Fin 2) ℂ) (a x) (b j) * R)
        (Equiv.swap_apply_right i j)))
  have hS : ∀ k, (spinOp i k * spinOp j k) a b =
      spinHalf k (a i) (b i) * (spinHalf k (a j) (b j) * R) := by
    intro k
    let F : ι → Matrix (Fin 2) (Fin 2) ℂ := fun l =>
      (if l = i then spinHalf k else 1) * (if l = j then spinHalf k else 1)
    have e : ∀ l, l ≠ i → l ≠ j → F l = 1 := fun l hi hj => by simp [F, hi, hj]
    have ei : F i = spinHalf k := by simp [F, hij]
    have ej : F j = spinHalf k := by simp [F, hij.symm]
    rw [spinOp, spinOp, prodOp_mul]
    exact (split (fun l => F l (a l) (b l)) (fun l hi hj =>
      congrArg (fun M : Matrix (Fin 2) (Fin 2) ℂ => M (a l) (b l)) (e l hi hj))).trans
      (congrArg₂ (fun x y : ℂ => x * y)
        (congrArg (fun M : Matrix (Fin 2) (Fin 2) ℂ => M (a i) (b i)) ei)
        (congrArg (fun M : Matrix (Fin 2) (Fin 2) ℂ => M (a j) (b j) * R) ej))
  simp only [spinDot, Matrix.sum_apply, hS, Matrix.sub_apply, Matrix.smul_apply,
    smul_eq_mul, hE, h1]
  have p := pauli (a i) (b i) (a j) (b j)
  rw [Fin.sum_univ_three] at p ⊢
  linear_combination R * p

/-- For three spins, `(S² - 3/4) / 3` is one third of the sum of the pair exchanges. -/
theorem quartetProj_eq : quartetProj =
    (1/3 : ℂ) • (exchange 0 1 + exchange 0 2 + exchange 1 2) := by
  have sq : ∀ k, spinHalf k * spinHalf k = (1/4 : ℂ) • 1 := by
    intro k
    ext x y
    fin_cases k <;> fin_cases x <;> fin_cases y <;>
      norm_num [spinHalf, Matrix.mul_apply, Fin.sum_univ_two, Complex.ext_iff]
  have self : ∀ (i : Fin 3) k, spinOp i k * spinOp i k = (1/4 : ℂ) • 1 := by
    intro i k
    have h : ∀ l, ((if l = i then spinHalf k else 1) * (if l = i then spinHalf k else 1) :
        Matrix (Fin 2) (Fin 2) ℂ) = (if l = i then (1/4 : ℂ) else 1) • 1 := by
      intro l
      by_cases hl : l = i
      · simp only [if_pos hl, sq]
      · simp only [if_neg hl, mul_one, one_smul]
    rw [spinOp, prodOp_mul, ← prodOp_one]
    ext a b
    simp only [h, prodOp, Matrix.of_apply, Matrix.smul_apply, smul_eq_mul,
      Finset.prod_mul_distrib, Finset.prod_ite_eq', Finset.mem_univ, if_true]
  have dot : ∀ i : Fin 3, spinDot i i = (3/4 : ℂ) • 1 := by
    intro i
    simp only [spinDot, self, Fin.sum_univ_three]
    module
  have comm : ∀ i j : Fin 3, exchange i j = exchange j i := by
    intro i j
    unfold exchange
    rw [Equiv.swap_comm]
  rw [quartetProj, totalSpinSq]
  simp only [Fin.sum_univ_three, dot]
  rw [spinDot_eq_exchange (show (0 : Fin 3) ≠ 1 by decide),
    spinDot_eq_exchange (show (0 : Fin 3) ≠ 2 by decide),
    spinDot_eq_exchange (show (1 : Fin 3) ≠ 2 by decide),
    spinDot_eq_exchange (show (1 : Fin 3) ≠ 0 by decide),
    spinDot_eq_exchange (show (2 : Fin 3) ≠ 0 by decide),
    spinDot_eq_exchange (show (2 : Fin 3) ≠ 1 by decide), comm 1 0, comm 2 0, comm 2 1]
  module

/-- Exchanging two of the three spins leaves the range of `quartetProj` unchanged
vector by vector. -/
theorem exchange_mul_quartetProj {i j : Fin 3} (hij : i ≠ j) :
    exchange i j * quartetProj = quartetProj := by
  -- a finite check over spin configurations
  have key : ∀ i j : Fin 3, i ≠ j → ∀ a b : Fin 3 → Fin 2,
      (if (a ∘ Equiv.swap i j) ∘ Equiv.swap 0 1 = b then (1 : ℕ) else 0) +
      (if (a ∘ Equiv.swap i j) ∘ Equiv.swap 0 2 = b then (1 : ℕ) else 0) +
      (if (a ∘ Equiv.swap i j) ∘ Equiv.swap 1 2 = b then (1 : ℕ) else 0) =
      (if a ∘ Equiv.swap 0 1 = b then (1 : ℕ) else 0) +
      (if a ∘ Equiv.swap 0 2 = b then (1 : ℕ) else 0) +
      (if a ∘ Equiv.swap 1 2 = b then (1 : ℕ) else 0) := by
    decide +kernel
  rw [quartetProj_eq]
  ext a b
  have hm : ∀ M : Matrix (Fin 3 → Fin 2) (Fin 3 → Fin 2) ℂ,
      (exchange i j * M) a b = M (a ∘ Equiv.swap i j) b := by
    intro M
    simp [Matrix.mul_apply, exchange]
  rw [hm]
  simp only [Matrix.smul_apply, Matrix.add_apply, exchange, Matrix.of_apply]
  congr 1
  exact_mod_cast key i j hij a b

/-- `quartetProj` is the orthogonal projector onto the states of three spins with
`S² = 15/4`, that is `S = 3/2`. -/
theorem quartetProj_spec : quartetProj.IsHermitian ∧
    quartetProj * quartetProj = quartetProj ∧
    ∀ v, quartetProj *ᵥ v = v ↔ totalSpinSq *ᵥ v = (15/4 : ℂ) • v := by
  refine ⟨?_, ?_, fun v => ?_⟩
  · have hE : ∀ i j : Fin 3, (exchange i j)ᴴ = exchange i j := by
      intro i j
      ext a b
      have h : b ∘ Equiv.swap i j = a ↔ a ∘ Equiv.swap i j = b := by
        constructor <;> (rintro rfl; funext l; simp)
      by_cases hab : a ∘ Equiv.swap i j = b
      · simp only [Matrix.conjTranspose_apply, exchange, Matrix.of_apply,
          if_pos hab, if_pos (h.2 hab), star_one]
      · simp only [Matrix.conjTranspose_apply, exchange, Matrix.of_apply,
          if_neg hab, if_neg (fun t => hab (h.1 t)), star_zero]
    rw [Matrix.IsHermitian, quartetProj_eq]
    simp [Matrix.conjTranspose_smul, Matrix.conjTranspose_add, hE]
  · nth_rewrite 1 [quartetProj_eq]
    rw [Matrix.smul_mul, add_mul, add_mul, exchange_mul_quartetProj (by decide),
      exchange_mul_quartetProj (by decide), exchange_mul_quartetProj (by decide)]
    module
  · have hP : quartetProj *ᵥ v = (1/3 : ℂ) • (totalSpinSq *ᵥ v - (3/4 : ℂ) • v) := by
      rw [quartetProj, Matrix.smul_mulVec, Matrix.sub_mulVec, Matrix.smul_mulVec,
        Matrix.one_mulVec]
    constructor
    · intro h
      linear_combination (norm := module) (3 : ℂ) • h - (3 : ℂ) • hP
    · intro h
      linear_combination (norm := module) hP + (1/3 : ℂ) • h

/-- In the product of three shared singlets, the local `S = 3/2` weight on A is `1/2`. -/
theorem quartet_weight : expectA quartetProj = 1/2 := by
  have hc : (1 : Matrix (Fin 3 → Fin 2) (Fin 3 → Fin 2) ℂ).trace = 8 := by
    norm_num [Matrix.trace_one]
  have hd : (2 : ℂ) ^ Fintype.card (Fin 3) = 8 := by norm_num
  -- vanishing spin correlations fix the trace of each exchange
  have ht : ∀ i j : Fin 3, i ≠ j → (exchange i j).trace = 4 := by
    intro i j hij
    have h := expectA_spinDot hij
    rw [expectA_eq_trace.2, spinDot_eq_exchange hij, Matrix.trace_sub, Matrix.trace_smul,
      Matrix.trace_smul, hc, hd, smul_eq_mul, smul_eq_mul] at h
    linear_combination 16 * h
  rw [expectA_eq_trace.2, quartetProj_eq, Matrix.trace_smul, Matrix.trace_add,
    Matrix.trace_add, ht 0 1 (by decide), ht 0 2 (by decide), ht 1 2 (by decide), hd,
    smul_eq_mul]
  norm_num

/-- On every three-spin state with `S = 3/2`, each `s_i · s_j` with `i ≠ j` acts as `1/4`. -/
theorem quartet_spinDot {i j : Fin 3} (hij : i ≠ j) (v : (Fin 3 → Fin 2) → ℂ)
    (h : totalSpinSq *ᵥ v = (15/4 : ℂ) • v) :
    spinDot i j *ᵥ v = (1/4 : ℂ) • v := by
  have hv := (quartetProj_spec.2.2 v).2 h
  have hE := congrArg (fun M => M *ᵥ v) (exchange_mul_quartetProj hij)
  simp only [← Matrix.mulVec_mulVec, hv] at hE
  rw [spinDot_eq_exchange hij, Matrix.sub_mulVec, Matrix.smul_mulVec, Matrix.smul_mulVec,
    Matrix.one_mulVec, hE]
  module

end

end SingletPairedAtoms
```

```lean
#print axioms SingletPairedAtoms.quartet_weight
-- 'SingletPairedAtoms.quartet_weight' depends on axioms: [propext, Classical.choice, Quot.sound]
#print axioms SingletPairedAtoms.quartet_spinDot
-- 'SingletPairedAtoms.quartet_spinDot' depends on axioms: [propext, Classical.choice, Quot.sound]
```
